# Neutrality, dipole barrier and Weizsäcker energy of the Smith surface profile

In a simple variational estimate of a metal's surface energy, one picks a trial density with a decay constant b, writes each energy term as a function of b, and minimises. For the Smith profile with bulk density n0 > 0 and b > 0, in Hartree atomic units, a code can use closed forms inside the loop over b: the Weizsäcker term is n0 b ln(2)/8 per unit area (times 1/9 if the second-order gradient expansion is used), and at the chosen b the electrostatic barrier is 4πn0/b². These formulas concern a one-parameter density on planar jellium. They do not determine b, and the barrier is only the electrostatic part of a work function.

## The profile and its conventions

The metal fills z < 0, with bulk density n0, and atomic units are used throughout.

```lean
import Mathlib

open Set Filter MeasureTheory Topology

namespace SmithSurfaceProfile

noncomputable section
```

The density n is `smithDensity`, and the positive background is `background`. Their difference, `smithExcess`, counts electrons as positive.

```lean
/-- Smith's electron density at a jellium surface with bulk density `n0` and decay constant `b`. -/
def smithDensity (n0 b z : ℝ) : ℝ :=
  if z < 0 then n0 * (1 - Real.exp (b * z) / 2) else n0 * Real.exp (-b * z) / 2

/-- The uniform positive background filling the half-space `z < 0`. -/
def background (n0 z : ℝ) : ℝ := if z < 0 then n0 else 0

/-- Excess of electrons over the positive background. -/
def smithExcess (n0 b z : ℝ) : ℝ := smithDensity n0 b z - background n0 z
```

Write e = exp(−b|z|). The slope is then −(b n0/2)e on both sides of the edge. `smithPotential` is the potential energy V = (4π/b²)(n0 − n) of an electron, and `weizsackerDensity` uses the actual derivative `deriv n z`.

```lean
/-- The slope of the Smith density. -/
def smithSlope (n0 b z : ℝ) : ℝ := -(b * n0 / 2) * Real.exp (-b * |z|)

/-- Electrostatic potential energy of an electron at the Smith surface. -/
def smithPotential (n0 b z : ℝ) : ℝ := 4 * Real.pi / b ^ 2 * (n0 - smithDensity n0 b z)

/-- The Weizsäcker kinetic energy density `n'^2 / (8 n)` in atomic units. -/
def weizsackerDensity (n : ℝ → ℝ) (z : ℝ) : ℝ := (deriv n z) ^ 2 / (8 * n z)
```

## b > 0: the disturbance dies away from the edge

Physically, b > 0 says that the density falls to zero in the vacuum and returns to n0 in the bulk, over a length 1/b. By hand, the condition is used whenever a boundary term at infinity is dropped:

∫₀^∞ exp(−bz) dz = [−exp(−bz)/b]₀^∞ = 1/b

∫₀^∞ z exp(−bz) dz = [−z exp(−bz)/b − exp(−bz)/b²]₀^∞ = 1/b²

In Lean, `tendsto_tail` gives the vanishing of exp(−bz); the vanishing of z exp(−bz) is a separate step, `t`, inside `tail_moments`, and it also uses b > 0.

```lean
/-- Derivative of an exponential with a linear exponent. -/
theorem hasDerivAt_exp_linear (c z : ℝ) :
    HasDerivAt (fun x => Real.exp (c * x)) (c * Real.exp (c * z)) z :=
  (((hasDerivAt_id' z).const_mul c).exp).congr_deriv (by ring)

/-- An exponential tail vanishes far from the surface. -/
theorem tendsto_tail {b : ℝ} (hb : 0 < b) :
    Tendsto (fun z : ℝ => Real.exp (-b * z)) atTop (𝓝 0) := by
  have h := Real.tendsto_exp_neg_atTop_nhds_zero.comp (tendsto_id.const_mul_atTop hb)
  refine h.congr fun z => ?_
  simp only [Function.comp_apply, id, neg_mul]
```

Each whole-line integral is split at the edge, with the inner half reflected to positive depth. `integral_of_halves` does this for any function whose two halves are integrable; the point z = 0 has measure zero.

```lean
/-- An integral across the surface is the sum of an outer and a reflected inner half-line
integral. -/
theorem integral_of_halves {f g h : ℝ → ℝ} (hg : IntegrableOn g (Ioi 0))
    (hh : IntegrableOn h (Ioi 0)) (fg : ∀ z, 0 < z → f z = g z)
    (fh : ∀ z, 0 < z → f (-z) = h z) :
    Integrable f ∧ ∫ z, f z = (∫ z in Ioi 0, g z) + ∫ z in Ioi 0, h z := by
  have hG := hg.integrable_indicator measurableSet_Ioi
  have hH := (hh.integrable_indicator measurableSet_Ioi).comp_neg
  -- the single point `z = 0` does not matter
  have e : f =ᵐ[volume] fun z => (Ioi 0).indicator g z + (Ioi 0).indicator h (-z) := by
    have h0 : ∀ᵐ z : ℝ, z ≠ 0 := by simp [ae_iff]
    filter_upwards [h0] with z hz
    rcases lt_or_gt_of_ne hz with h1 | h1
    · have h2 : 0 < -z := by linarith
      have h3 := fh (-z) h2
      rw [neg_neg] at h3
      rw [indicator_of_notMem (show z ∉ Ioi (0 : ℝ) from not_lt.mpr h1.le),
        indicator_of_mem (show -z ∈ Ioi (0 : ℝ) from h2), zero_add, h3]
    · have h2 : ¬ 0 < -z := by linarith
      rw [indicator_of_mem (show z ∈ Ioi (0 : ℝ) from h1),
        indicator_of_notMem (show -z ∉ Ioi (0 : ℝ) from h2), add_zero, fg z h1]
  refine ⟨(hG.add hH).congr e.symm, ?_⟩
  rw [integral_congr_ae e, integral_add hG hH,
    integral_neg_eq_self ((Ioi (0 : ℝ)).indicator h) volume,
    integral_indicator measurableSet_Ioi, integral_indicator measurableSet_Ioi]
```

`tail_moments` then differentiates the antiderivatives above. Because the integrands are nonnegative, the limits at infinity give integrability as well as the values.

```lean
/-- Zeroth and first moments of an exponential tail. -/
theorem tail_moments {b : ℝ} (hb : 0 < b) :
    (IntegrableOn (fun z => Real.exp (-b * z)) (Ioi 0) ∧
      ∫ z in Ioi (0 : ℝ), Real.exp (-b * z) = 1 / b) ∧
    (IntegrableOn (fun z => z * Real.exp (-b * z)) (Ioi 0) ∧
      ∫ z in Ioi (0 : ℝ), z * Real.exp (-b * z) = 1 / b ^ 2) := by
  have d0 : ∀ z ∈ Ici (0 : ℝ), HasDerivAt (fun x => -1 / b * Real.exp (-b * x))
      (Real.exp (-b * z)) z := fun z _ =>
    ((hasDerivAt_exp_linear (-b) z).const_mul (-1 / b)).congr_deriv (by
      generalize Real.exp (-b * z) = e
      field_simp)
  have t0 := (tendsto_tail hb).const_mul (-1 / b)
  have p0 : ∀ z ∈ Ioi (0 : ℝ), 0 ≤ Real.exp (-b * z) := fun z _ => (Real.exp_pos _).le
  have d1 : ∀ z ∈ Ici (0 : ℝ), HasDerivAt
      (fun x => -1 / b * (x * Real.exp (-b * x)) + -1 / b ^ 2 * Real.exp (-b * x))
      (z * Real.exp (-b * z)) z := fun z _ =>
    ((((hasDerivAt_id' z).fun_mul (hasDerivAt_exp_linear (-b) z)).const_mul (-1 / b)).fun_add
      ((hasDerivAt_exp_linear (-b) z).const_mul (-1 / b ^ 2))).congr_deriv (by
        generalize Real.exp (-b * z) = e
        field_simp
        ring)
  have t : Tendsto (fun z : ℝ => z * Real.exp (-b * z)) atTop (𝓝 0) := by
    have h := ((Real.tendsto_pow_mul_exp_neg_atTop_nhds_zero 1).comp
      (tendsto_id.const_mul_atTop hb)).const_mul (1 / b)
    rw [mul_zero] at h
    refine h.congr fun z => ?_
    simp only [Function.comp_apply, id, pow_one, neg_mul]
    field_simp
  have t1 := (t.const_mul (-1 / b)).add ((tendsto_tail hb).const_mul (-1 / b ^ 2))
  have p1 : ∀ z ∈ Ioi (0 : ℝ), 0 ≤ z * Real.exp (-b * z) := fun z hz =>
    mul_nonneg (le_of_lt hz) (Real.exp_pos _).le
  refine ⟨⟨integrableOn_Ioi_deriv_of_nonneg' d0 p0 t0, ?_⟩,
    ⟨integrableOn_Ioi_deriv_of_nonneg' d1 p1 t1, ?_⟩⟩
  · rw [integral_Ioi_of_hasDerivAt_of_nonneg' d0 p0 t0]
    simp only [mul_zero, Real.exp_zero]
    ring
  · rw [integral_Ioi_of_hasDerivAt_of_nonneg' d1 p1 t1]
    simp only [mul_zero, Real.exp_zero]
    ring
```

The slope formula itself needs no condition on b or n0. At z = 0 both branches have value n0/2 and slope −b n0/2, so `smith_hasDerivAt` joins the two one-sided derivatives there.

```lean
/-- The Smith density is differentiable everywhere, including at the jellium edge. -/
theorem smith_hasDerivAt (n0 b z : ℝ) :
    HasDerivAt (smithDensity n0 b) (smithSlope n0 b z) z := by
  have hL : HasDerivAt (fun x => n0 * (1 - Real.exp (b * x) / 2))
      (-(b * n0 / 2) * Real.exp (b * z)) z :=
    ((((hasDerivAt_exp_linear b z).div_const 2).const_sub 1).const_mul n0).congr_deriv (by ring)
  have hR : HasDerivAt (fun x => n0 * Real.exp (-b * x) / 2)
      (-(b * n0 / 2) * Real.exp (-b * z)) z :=
    (((hasDerivAt_exp_linear (-b) z).const_mul n0).div_const 2).congr_deriv (by ring)
  have kL : ∀ x ≤ 0, smithDensity n0 b x = n0 * (1 - Real.exp (b * x) / 2) := by
    intro x hx
    rcases hx.lt_or_eq with h | h
    · rw [smithDensity, if_pos h]
    · rw [smithDensity, if_neg (not_lt.mpr h.ge), h, mul_zero, mul_zero, Real.exp_zero]
      ring
  have kR : ∀ x, 0 ≤ x → smithDensity n0 b x = n0 * Real.exp (-b * x) / 2 := by
    intro x hx
    rw [smithDensity, if_neg (not_lt.mpr hx)]
  rcases lt_trichotomy z 0 with h | h | h
  · rw [smithSlope, abs_of_neg h, neg_mul_neg]
    refine hL.congr_of_eventuallyEq ?_
    filter_upwards [Iio_mem_nhds h] with x hx
    exact kL x (le_of_lt hx)
  · -- at the edge the two one-sided slopes agree
    subst h
    have hL' := hL.congr_deriv (show _ = smithSlope n0 b 0 by simp [smithSlope])
    have hR' := hR.congr_deriv (show _ = smithSlope n0 b 0 by simp [smithSlope])
    have hu := (hL'.hasDerivWithinAt (s := Iic 0).congr (fun x hx => kL x hx)
      (kL 0 le_rfl)).union (hR'.hasDerivWithinAt (s := Ici 0).congr (fun x hx => kR x hx)
      (kR 0 le_rfl))
    rwa [Iic_union_Ici, hasDerivWithinAt_univ] at hu
  · rw [smithSlope, abs_of_pos h]
    refine hR.congr_of_eventuallyEq ?_
    filter_upwards [Ioi_mem_nhds h] with x hx
    exact kR x (le_of_lt hx)
```

The excess is n0 e/2 outside and n0(1 − e/2) − n0 = −n0 e/2 inside. The net number of electrons per unit area is therefore

∫ (n − background) dz = n0/(2b) − n0/(2b) = 0.

```lean
/-- At distance `z > 0` from the edge, the electron excess is `n0 / 2 * exp (-b * z)` outside and
the negative of this inside. -/
theorem smithExcess_halves (n0 b : ℝ) {z : ℝ} (hz : 0 < z) :
    smithExcess n0 b z = n0 / 2 * Real.exp (-b * z) ∧
      smithExcess n0 b (-z) = -(n0 / 2) * Real.exp (-b * z) := by
  have h : -z < 0 := by linarith
  constructor
  · rw [smithExcess, smithDensity, background, if_neg (not_lt.mpr hz.le),
      if_neg (not_lt.mpr hz.le)]
    ring
  · rw [smithExcess, smithDensity, background, if_pos h, if_pos h,
      show b * -z = -b * z by ring]
    ring
```

`smith_neutral` states this for every real n0, together with integrability.

```lean
/-- The Smith surface carries no net charge. -/
theorem smith_neutral (n0 : ℝ) {b : ℝ} (hb : 0 < b) :
    Integrable (smithExcess n0 b) ∧ ∫ z, smithExcess n0 b z = 0 := by
  obtain ⟨⟨hi, hv⟩, -⟩ := tail_moments hb
  have h1 : IntegrableOn (fun z => n0 / 2 * Real.exp (-b * z)) (Ioi 0) :=
    Integrable.const_mul hi _
  have h2 : IntegrableOn (fun z => -(n0 / 2) * Real.exp (-b * z)) (Ioi 0) :=
    Integrable.const_mul hi _
  obtain ⟨i, v⟩ := integral_of_halves h1 h2 (fun z hz => (smithExcess_halves n0 b hz).1)
    (fun z hz => (smithExcess_halves n0 b hz).2)
  refine ⟨i, v.trans ?_⟩
  rw [integral_const_mul, integral_const_mul, hv]
  ring
```

If b ≤ 0 and n0 ≠ 0, the excess does not decay and the charge integral diverges. Lean assigns the value 0 to such an integral, which is why the `Integrable` part is needed to make neutrality meaningful.

## b ≠ 0 and z ≠ 0: Poisson's equation off the edge

Poisson's equation is local, so it needs no decay, only a finite prefactor 1/b². For the potential energy of an electron it reads

V″ = −4π(n − background).

To check it, start from V′ = −(4π/b²)n′ = (2πn0/b)e. Differentiating once more gives −2πn0 e outside and +2πn0 e inside, which is −4π times the excess on each side.

The condition z ≠ 0 reflects the sharp edge of the background. There the excess jumps from −n0/2 to n0/2, so for n0 ≠ 0 the slope V′ is continuous but has a kink, and V″ does not exist. `smith_poisson` proves that V is differentiable everywhere and obeys the equation at every other point, by differentiating each branch of V′ in a neighbourhood that avoids the edge.

```lean
/-- The potential energy is differentiable everywhere and obeys Poisson's equation away from
the jellium edge. -/
theorem smith_poisson (n0 : ℝ) {b : ℝ} (hb : b ≠ 0) :
    Differentiable ℝ (smithPotential n0 b) ∧ ∀ z, z ≠ 0 →
      HasDerivAt (deriv (smithPotential n0 b)) (-(4 * Real.pi) * smithExcess n0 b z) z := by
  have h1 : ∀ z, HasDerivAt (smithPotential n0 b)
      (4 * Real.pi / b ^ 2 * -smithSlope n0 b z) z := fun z =>
    ((smith_hasDerivAt n0 b z).const_sub n0).const_mul (4 * Real.pi / b ^ 2)
  have hd : deriv (smithPotential n0 b) = fun z => 4 * Real.pi / b ^ 2 * -smithSlope n0 b z :=
    funext fun z => (h1 z).deriv
  refine ⟨fun z => (h1 z).differentiableAt, fun z hz => ?_⟩
  rw [hd]
  rcases lt_or_gt_of_ne hz with h | h
  · have hs : HasDerivAt (fun x => 4 * Real.pi / b ^ 2 * (b * n0 / 2) * Real.exp (b * x))
        (-(4 * Real.pi) * smithExcess n0 b z) z :=
      ((hasDerivAt_exp_linear b z).const_mul _).congr_deriv (by
        rw [smithExcess, smithDensity, background, if_pos h, if_pos h]
        generalize Real.exp (b * z) = e
        field_simp
        ring)
    refine hs.congr_of_eventuallyEq ?_
    filter_upwards [Iio_mem_nhds h] with x hx
    rw [smithSlope, abs_of_neg (show x < 0 from hx), neg_mul_neg]
    ring
  · have hs : HasDerivAt (fun x => 4 * Real.pi / b ^ 2 * (b * n0 / 2) * Real.exp (-b * x))
        (-(4 * Real.pi) * smithExcess n0 b z) z :=
      ((hasDerivAt_exp_linear (-b) z).const_mul _).congr_deriv (by
        rw [(smithExcess_halves n0 b h).1]
        generalize Real.exp (-b * z) = e
        field_simp)
    refine hs.congr_of_eventuallyEq ?_
    filter_upwards [Ioi_mem_nhds h] with x hx
    rw [smithSlope, abs_of_pos (show 0 < x from hx)]
    ring
```

The barrier between bulk and vacuum again requires b > 0. From outside to inside, z and the excess both change sign, so the two halves of the dipole moment add:

4π ∫ z(n − background) dz = 4π[n0/(2b²) + n0/(2b²)] = 4πn0/b².

`smith_dipole_barrier` obtains this from the first moment of the tail. It also proves that V tends to 0 deep in the metal and to 4πn0/b² far outside, so the dipole formula equals an actual step in the potential energy.

```lean
/-- The dipole barrier is `4 π n0 / b^2`, and the potential energy rises by this amount from
deep inside the metal to far outside. -/
theorem smith_dipole_barrier (n0 : ℝ) {b : ℝ} (hb : 0 < b) :
    Integrable (fun z => z * smithExcess n0 b z) ∧
    4 * Real.pi * ∫ z, z * smithExcess n0 b z = 4 * Real.pi * n0 / b ^ 2 ∧
    Tendsto (smithPotential n0 b) atBot (𝓝 0) ∧
    Tendsto (smithPotential n0 b) atTop (𝓝 (4 * Real.pi * n0 / b ^ 2)) := by
  obtain ⟨-, hi, hv⟩ := tail_moments hb
  have h1 : IntegrableOn (fun z => n0 / 2 * (z * Real.exp (-b * z))) (Ioi 0) :=
    Integrable.const_mul hi _
  -- both sides of the edge contribute equally to the dipole moment
  obtain ⟨i, v⟩ := integral_of_halves (f := fun z => z * smithExcess n0 b z) h1 h1
    (fun z hz => by simp only [(smithExcess_halves n0 b hz).1]; ring)
    (fun z hz => by simp only [(smithExcess_halves n0 b hz).2]; ring)
  have m : ∫ z, z * smithExcess n0 b z = n0 / b ^ 2 :=
    v.trans (by rw [integral_const_mul, hv]; ring)
  refine ⟨i, by rw [m]; ring, ?_, ?_⟩
  · have hE : Tendsto (fun z : ℝ => Real.exp (b * z)) atBot (𝓝 0) :=
      Real.tendsto_exp_atBot.comp (tendsto_id.const_mul_atBot hb)
    have h := ((hE.div_const 2).const_sub 1).const_mul n0
    rw [zero_div, sub_zero, mul_one] at h
    have hn : Tendsto (smithDensity n0 b) atBot (𝓝 n0) := h.congr' (by
      filter_upwards [eventually_lt_atBot (0 : ℝ)] with z hz
      rw [smithDensity, if_pos hz])
    have hp := (hn.const_sub n0).const_mul (4 * Real.pi / b ^ 2)
    rw [sub_self, mul_zero] at hp
    exact hp
  · have h := ((tendsto_tail hb).const_mul n0).div_const 2
    rw [mul_zero, zero_div] at h
    have hn : Tendsto (smithDensity n0 b) atTop (𝓝 0) := h.congr' (by
      filter_upwards [eventually_gt_atTop (0 : ℝ)] with z hz
      rw [smithDensity, if_neg (not_lt.mpr hz.le)])
    rw [show 4 * Real.pi * n0 / b ^ 2 = 4 * Real.pi / b ^ 2 * (n0 - 0) by ring]
    exact (hn.const_sub n0).const_mul (4 * Real.pi / b ^ 2)
```

## n0 > 0: a density that can be divided by

Neutrality and the barrier are linear in n0 and hold for either sign. The Weizsäcker term divides by n, so here n0 > 0 represents a metal that contains electrons. With b > 0 it makes n positive everywhere. At n0 = 0 the integrand would be 0/0, and for n0 < 0 the profile would not be an electron density.

Outside, n = n0 e/2, and therefore

n′²/(8n) = n0 b² e/16, with integral n0 b/16.

Inside, n = n0(2 − e)/2, and therefore

n′²/(8n) = n0 b² e²/(16(2 − e)).

As a function of the depth s = −z, with e = exp(−bs), this has the antiderivative

F(s) = (n0 b/16)[e + 2 ln(2 − e)].

Since e falls from 1 at the edge to 0 in the bulk, the inner part is

F(∞) − F(0) = n0 b ln(2)/8 − n0 b/16.

The terms n0 b/16 cancel in the sum, leaving n0 b ln(2)/8.

`smith_weizsacker` follows the same route. Its step `h2` shows 2 − e > 0, which keeps the logarithm and the quotient well defined; `d` verifies F; and `p` uses n0 > 0 to make the inner integrand nonnegative, from which integrability follows. The theorem states positivity of n, integrability and the value of the integral.

```lean
/-- The Smith density is positive everywhere and its Weizsäcker energy per unit area is
`n0 b ln(2) / 8`. -/
theorem smith_weizsacker {n0 b : ℝ} (hn : 0 < n0) (hb : 0 < b) :
    (∀ z, 0 < smithDensity n0 b z) ∧
    Integrable (weizsackerDensity (smithDensity n0 b)) ∧
    ∫ z, weizsackerDensity (smithDensity n0 b) z = n0 * b * Real.log 2 / 8 := by
  obtain ⟨⟨hi, hv⟩, -⟩ := tail_moments hb
  have h2 : ∀ z : ℝ, 0 ≤ z → 0 < 2 - Real.exp (-b * z) := by
    intro z hz
    have := Real.exp_le_one_iff.mpr (show -b * z ≤ 0 by nlinarith [mul_nonneg hb.le hz])
    linarith
  -- antiderivative of the inner part, as a function of the depth
  have d : ∀ z ∈ Ici (0 : ℝ), HasDerivAt
      (fun x => n0 * b / 16 * (Real.exp (-b * x) + 2 * Real.log (2 - Real.exp (-b * x))))
      (n0 * b ^ 2 / 16 * (Real.exp (-b * z) ^ 2 / (2 - Real.exp (-b * z)))) z := by
    intro z hz
    have hne := (h2 z hz).ne'
    have hE := hasDerivAt_exp_linear (-b) z
    have hl : HasDerivAt (fun x => Real.log (2 - Real.exp (-b * x)))
        (-(-b * Real.exp (-b * z)) / (2 - Real.exp (-b * z))) z := (hE.const_sub 2).log hne
    refine ((hE.fun_add (hl.const_mul 2)).const_mul (n0 * b / 16)).congr_deriv ?_
    clear hl hE
    generalize Real.exp (-b * z) = e at hne ⊢
    field_simp
    ring
  have p : ∀ z ∈ Ioi (0 : ℝ),
      0 ≤ n0 * b ^ 2 / 16 * (Real.exp (-b * z) ^ 2 / (2 - Real.exp (-b * z))) := fun z hz =>
    mul_nonneg (by positivity) (div_nonneg (sq_nonneg _) (h2 z (le_of_lt hz)).le)
  have t := ((tendsto_tail hb).add ((((tendsto_tail hb).const_sub 2).log
    (by norm_num)).const_mul 2)).const_mul (n0 * b / 16)
  have iL := integral_Ioi_of_hasDerivAt_of_nonneg' d p t
  have h1 : IntegrableOn (fun z => n0 * b ^ 2 / 16 * Real.exp (-b * z)) (Ioi 0) :=
    Integrable.const_mul hi _
  obtain ⟨i, v⟩ := integral_of_halves (f := weizsackerDensity (smithDensity n0 b)) h1
    (integrableOn_Ioi_deriv_of_nonneg' d p t)
    (fun z hz => by
      have he := (Real.exp_pos (-b * z)).ne'
      rw [weizsackerDensity, (smith_hasDerivAt n0 b z).deriv, smithSlope, smithDensity,
        if_neg (not_lt.mpr hz.le), abs_of_pos hz]
      generalize Real.exp (-b * z) = e at he ⊢
      field_simp
      ring)
    (fun z hz => by
      have hne := (h2 z hz.le).ne'
      rw [weizsackerDensity, (smith_hasDerivAt n0 b (-z)).deriv, smithSlope, smithDensity,
        if_pos (show -z < 0 by linarith), abs_neg, abs_of_pos hz,
        show b * -z = -b * z by ring]
      generalize Real.exp (-b * z) = e at hne ⊢
      rw [show 1 - e / 2 = (2 - e) / 2 by ring]
      field_simp <;> ring)
  refine ⟨fun z => ?_, i, v.trans ?_⟩
  · rw [smithDensity]
    split_ifs with h
    · have := Real.exp_lt_one_iff.mpr (mul_neg_of_pos_of_neg hb h)
      exact mul_pos hn (by linarith)
    · positivity
  · rw [iL, integral_const_mul, hv]
    simp only [mul_zero, Real.exp_zero, sub_zero]
    rw [show (2 : ℝ) - 1 = 1 by norm_num, Real.log_one]
    field_simp <;> ring

end

end SmithSurfaceProfile
```

```lean
#print axioms SmithSurfaceProfile.smith_neutral
#print axioms SmithSurfaceProfile.smith_poisson
#print axioms SmithSurfaceProfile.smith_dipole_barrier
#print axioms SmithSurfaceProfile.smith_weizsacker
```

```
'SmithSurfaceProfile.smith_neutral' depends on axioms: [propext, Classical.choice, Quot.sound]
'SmithSurfaceProfile.smith_poisson' depends on axioms: [propext, Classical.choice, Quot.sound]
'SmithSurfaceProfile.smith_dipole_barrier' depends on axioms: [propext, Classical.choice, Quot.sound]
'SmithSurfaceProfile.smith_weizsacker' depends on axioms: [propext, Classical.choice, Quot.sound]
```
